# For 0 ≤ H < 2K, preconditioned gradient steps converge to the K-orthogonal projection onto ker H

Two runs on the same degenerate Hamiltonian, from the same start, can both drive the residual to zero and still approach different states. Take the three-site \(H\) with every entry 1 and the start \((1,0,0)\). The preconditioner \(K=3\cdot\mathbf 1\) leads to \((2,-1,-1)/\sqrt6\) after normalisation, and \(K=\mathrm{diag}(3,3,6)\) to \((3,-2,-1)/\sqrt{14}\). Neither run has failed: the kernel of \(H\) is two-dimensional, and the preconditioner affects which of its states is the limit.

```lean
import Mathlib

open Matrix Filter Topology

namespace PreconditionedDegenerateGradient

variable {n : Type*} [Fintype n] {H K : Matrix n n ℝ}
```

## Conditions on the Hamiltonian and the preconditioner

States are real vectors indexed by a finite type `n`. Write \(\langle x,y\rangle\) for the dot product, `⬝ᵥ` in Lean; `*ᵥ` applies a matrix. `Admissible` collects the hypotheses: both matrices are symmetric, energies are nonnegative, and \(\langle w,Hw\rangle<2\langle w,Kw\rangle\) for \(w\ne0\).

```lean
/-- The Hamiltonian `H` is symmetric with nonnegative energies, the preconditioner `K` is
symmetric, and `⟨w, H w⟩ < 2 ⟨w, K w⟩` for every nonzero `w`. -/
structure Admissible (H K : Matrix n n ℝ) : Prop where
  symmH : H.IsSymm
  nonneg : ∀ w, 0 ≤ w ⬝ᵥ H *ᵥ w
  symmK : K.IsSymm
  bound : ∀ w, w ≠ 0 → w ⬝ᵥ H *ᵥ w < 2 * (w ⬝ᵥ K *ᵥ w)
```

In a calculation with known ground energy \(E_0\), one computes the residual \(r=(H_{\rm phys}-E_0)x\), solves \(Kw=r\), and replaces \(x\) by \(x-w\). For diagonal \(K\), the solve divides each \(r_i\) by \(K_{ii}\). The step below keeps \(E_0\) fixed and does not normalise; eigensolvers that update the energy estimate follow a different, nonlinear iteration.

```lean
/-- One preconditioned gradient step, `x ↦ x - K⁻¹ H x`, for invertible `K`. -/
noncomputable def step [DecidableEq n] (H K : Matrix n n ℝ) (x : n → ℝ) : n → ℝ :=
  x - K⁻¹ *ᵥ (H *ᵥ x)
```

The candidate limit \(p\) satisfies \(Hp=0\) and \(\langle v,K(x-p)\rangle=0\) for every \(v\in\ker H\). It may be zero, and must be if the kernel is trivial.

```lean
/-- `p` is a `K`-orthogonal projection of `x` onto the kernel of `H`: it lies in the kernel, and
`x - p` is `K`-orthogonal to the kernel. -/
structure IsProjection (H K : Matrix n n ℝ) (x p : n → ℝ) : Prop where
  ker : H *ᵥ p = 0
  orth : ∀ v, H *ᵥ v = 0 → v ⬝ᵥ K *ᵥ (x - p) = 0
```

## Symmetry

Symmetry gives \(\langle x,Ay\rangle=\langle y,Ax\rangle\). For \(H\), this yields conserved overlaps and, together with nonnegative energies, Cauchy–Schwarz. Without symmetry, \(H=\begin{pmatrix}0&-1\\1&0\end{pmatrix}\) and \(K=\mathbf 1\) meet the other conditions, yet each step multiplies the length by \(\sqrt2\).

Together with the positivity proved below, symmetry of \(K\) makes \(\langle x,Ky\rangle\) an inner product. Without symmetry of \(K\), the energy still falls at each step while \(Hx\ne0\), but the argument below, which uses that inner product, is lost.

```lean
/-- A real symmetric matrix has symmetric matrix elements between any two states. -/
theorem form_symm {A : Matrix n n ℝ} (hA : A.IsSymm) (x y : n → ℝ) :
    x ⬝ᵥ A *ᵥ y = y ⬝ᵥ A *ᵥ x := by
  rw [Matrix.dotProduct_mulVec, ← Matrix.mulVec_transpose, hA.eq, dotProduct_comm]
```

## Energies measured from the ground level

Nonnegativity says that no state lies below the chosen zero of energy. Without it, \(H=-1\), \(K=1\) in one dimension doubles \(x\) at each step.

For a symmetric \(A\) with nonnegative form,
\[
0\le\langle x+ty,A(x+ty)\rangle=\langle x,Ax\rangle+2t\langle x,Ay\rangle+t^2\langle y,Ay\rangle
\]
for all real \(t\). The discriminant is therefore nonpositive, so \(\langle x,Ay\rangle^2\le\langle x,Ax\rangle\langle y,Ay\rangle\).

```lean
/-- Cauchy–Schwarz inequality for a symmetric positive semidefinite matrix. -/
theorem form_cauchy_schwarz {A : Matrix n n ℝ} (hA : A.IsSymm)
    (h0 : ∀ w, 0 ≤ w ⬝ᵥ A *ᵥ w) (x y : n → ℝ) :
    (x ⬝ᵥ A *ᵥ y) ^ 2 ≤ (x ⬝ᵥ A *ᵥ x) * (y ⬝ᵥ A *ᵥ y) := by
  -- the form is nonnegative on the line x + t y, so its discriminant is not positive
  have hd : discrim (y ⬝ᵥ A *ᵥ y) (2 * (x ⬝ᵥ A *ᵥ y)) (x ⬝ᵥ A *ᵥ x) ≤ 0 := by
    apply discrim_le_zero
    intro t
    have h := h0 (x + t • y)
    simp only [Matrix.mulVec_add, Matrix.mulVec_smul, dotProduct_add, add_dotProduct,
      smul_dotProduct, dotProduct_smul, smul_eq_mul] at h
    rw [form_symm hA y x] at h
    linarith
  unfold discrim at hd
  linarith
```

Together with the upper bound, nonnegativity gives \(\langle w,Kw\rangle>0\) for \(w\ne0\).

```lean
/-- For an admissible pair the preconditioner is positive definite. -/
theorem Admissible.pos (h : Admissible H K) {w : n → ℝ} (hw : w ≠ 0) :
    0 < w ⬝ᵥ K *ᵥ w := by
  linarith [h.nonneg w, h.bound w hw]
```

If \(p,q\) are both projections of \(x\), then \(d=p-q\) lies in the kernel. Subtracting the two orthogonality relations gives \(\langle d,Kd\rangle=0\), hence \(d=0\).

```lean
/-- For an admissible pair, a state has at most one `K`-orthogonal projection onto the kernel
of `H`. -/
theorem projection_unique (h : Admissible H K) {x p q : n → ℝ}
    (hp : IsProjection H K x p) (hq : IsProjection H K x q) : p = q := by
  by_contra hne
  have hd : H *ᵥ (p - q) = 0 := by rw [Matrix.mulVec_sub, hp.ker, hq.ker, sub_zero]
  have h1 := hp.orth _ hd
  have h2 := hq.orth _ hd
  have h3 := h.pos (sub_ne_zero.2 hne)
  rw [Matrix.mulVec_sub, dotProduct_sub] at h1 h2 h3
  linarith
```

Positivity also excludes a nonzero \(v\) with \(Kv=0\), so \(K\) is invertible.

```lean
variable [DecidableEq n]

/-- For an admissible pair the preconditioning equation `K w = y` is solved by `w = K⁻¹ y`. -/
theorem Admissible.solve (h : Admissible H K) (y : n → ℝ) : K *ᵥ (K⁻¹ *ᵥ y) = y := by
  have hu : IsUnit K.det := by
    refine isUnit_iff_ne_zero.2 fun hdet => ?_
    obtain ⟨v, hv, hv0⟩ := Matrix.exists_mulVec_eq_zero_iff.2 hdet
    have hp := h.pos hv
    simp [hv0] at hp
  rw [Matrix.mulVec_mulVec, Matrix.mul_nonsing_inv _ hu, Matrix.one_mulVec]
```

## The upper bound limits the step length

For \(K=\tau^{-1}\mathbf 1\) with \(\tau>0\), the bound says that \(\tau\) times the largest energy is below 2. In general, set \(w=K^{-1}Hx\), \(e=\langle x,Hx\rangle\) and \(g=\langle w,Hx\rangle=\langle w,Kw\rangle\). Since \(Kw=Hx\),
\[
\langle x-w,K(x-w)\rangle=\langle x,Kx\rangle-2e+g .
\]
If \(Hx\ne0\), then \(w\ne0\) and \(g>0\). Cauchy–Schwarz gives \(g^2\le\langle w,Hw\rangle e\), so \(e>0\). The bound then gives \(g^2<2ge\), hence \(g<2e\), and the squared \(K\)-norm \(\langle x,Kx\rangle\) falls strictly. In Lean, `hexp` is the expansion, `cs` is Cauchy–Schwarz, and `nlinarith` combines the inequalities.

```lean
/-- For an admissible pair, a step strictly lowers the `K`-norm of every state outside the
kernel of `H`. -/
theorem step_decreases (h : Admissible H K) {x : n → ℝ} (hx : H *ᵥ x ≠ 0) :
    step H K x ⬝ᵥ K *ᵥ step H K x < x ⬝ᵥ K *ᵥ x := by
  obtain ⟨w, hw⟩ : ∃ w, w = K⁻¹ *ᵥ (H *ᵥ x) := ⟨_, rfl⟩
  have hs : step H K x = x - w := by rw [hw]; rfl
  have hKw : K *ᵥ w = H *ᵥ x := by rw [hw]; exact h.solve _
  have hw0 : w ≠ 0 := fun h0 => hx (by rw [← hKw, h0, Matrix.mulVec_zero])
  have hexp : (x - w) ⬝ᵥ K *ᵥ (x - w)
      = x ⬝ᵥ K *ᵥ x - 2 * (x ⬝ᵥ H *ᵥ x) + w ⬝ᵥ H *ᵥ x := by
    rw [Matrix.mulVec_sub, sub_dotProduct, dotProduct_sub, dotProduct_sub,
      form_symm h.symmK w x, hKw]
    ring
  have hp := h.pos hw0
  have hb := h.bound w hw0
  rw [hKw] at hp hb
  have cs := form_cauchy_schwarz h.symmH h.nonneg w x
  have he : 0 < x ⬝ᵥ H *ᵥ x := lt_of_le_of_ne (h.nonneg x) fun h0 => by
    rw [← h0] at cs
    nlinarith [mul_pos hp hp]
  have hlt : w ⬝ᵥ H *ᵥ x < 2 * (x ⬝ᵥ H *ᵥ x) := by
    by_contra hc
    nlinarith [mul_lt_mul_of_pos_right hb he,
      mul_nonneg hp.le (sub_nonneg.2 (not_lt.1 hc))]
  rw [hs, hexp]
  linarith
```

## Finite dimension turns decreasing norms into a limit

For \(v\in\ker H\), a step changes \(\langle v,Kx\rangle\) by \(-\langle v,Hx\rangle=-\langle x,Hv\rangle=0\).

```lean
/-- For an admissible pair, a step conserves the `K`-overlap with every state `v` in the kernel
of `H`. -/
theorem overlap_conserved (h : Admissible H K) {v : n → ℝ} (hv : H *ᵥ v = 0) (x : n → ℝ) :
    v ⬝ᵥ K *ᵥ step H K x = v ⬝ᵥ K *ᵥ x := by
  unfold step
  rw [Matrix.mulVec_sub, h.solve, dotProduct_sub, form_symm h.symmH v x, hv,
    dotProduct_zero, sub_zero]
```

Let \(x_k\) be the iterates. Their squared \(K\)-norms decrease and are nonnegative, so they converge to some \(L\). With \(e_i\) the \(i\)th unit vector, Cauchy–Schwarz for \(K\) gives
\[
y_i^2=\langle y,K(K^{-1}e_i)\rangle^2\le\langle y,Ky\rangle\,\langle K^{-1}e_i,e_i\rangle ,
\]
which is `hC`. The components are therefore bounded, and finite dimension supplies a subsequence with limit \(z\); in infinite dimension boundedness alone would not.

By continuity, \(z\) and its next iterate both have squared \(K\)-norm \(L\), so strict decrease forces \(Hz=0\). Then \(x_k-z\) obeys the same iteration. Its squared \(K\)-norm converges, and the limit is zero along the subsequence, so it is zero. The component bound gives \(x_k\to z\). Conserved overlaps give \(\langle v,K(x_0-z)\rangle=0\), so \(z\) is the projection.

The theorem states existence of such a limit for every `x₀`; `projection_unique` makes it the only projection.

```lean
/-- For an admissible pair, the preconditioned gradient iterates from any `x₀` converge to a
`K`-orthogonal projection of `x₀` onto the kernel of `H`. -/
theorem iterates_tendsto_projection (h : Admissible H K) (x₀ : n → ℝ) :
    ∃ p, IsProjection H K x₀ p ∧
      Tendsto (fun k => (step H K)^[k] x₀) atTop (𝓝 p) := by
  obtain ⟨x, hx⟩ : ∃ x : ℕ → n → ℝ, x = fun k => (step H K)^[k] x₀ := ⟨_, rfl⟩
  have hx0 : x 0 = x₀ := by rw [hx]; rfl
  have hxs : ∀ k, x (k + 1) = step H K (x k) := fun k => by
    rw [hx]; exact Function.iterate_succ_apply' _ _ _
  rw [← hx]
  have hm : ∀ A : Matrix n n ℝ, Continuous fun y : n → ℝ => A *ᵥ y := fun A =>
    (Matrix.mulVecLin A).continuous_of_finiteDimensional
  have hcont : ∀ f : (n → ℝ) → n → ℝ, Continuous f →
      Continuous fun y : n → ℝ => f y ⬝ᵥ K *ᵥ y := fun f hf => by
    change Continuous fun y : n → ℝ => ∑ i, f y i * (K *ᵥ y) i
    exact continuous_finsetSum _ fun i _ =>
      ((continuous_apply i).comp hf).mul ((continuous_apply i).comp (hm K))
  have hq : Continuous fun y : n → ℝ => y ⬝ᵥ K *ᵥ y := hcont id continuous_id
  have hstep : Continuous (step H K) := continuous_id.sub ((hm K⁻¹).comp (hm H))
  have h0 : ∀ y : n → ℝ, 0 ≤ y ⬝ᵥ K *ᵥ y := fun y => by
    by_cases hy : y = 0
    · simp [hy]
    · exact (h.pos hy).le
  have hle : ∀ y, step H K y ⬝ᵥ K *ᵥ step H K y ≤ y ⬝ᵥ K *ᵥ y := fun y => by
    by_cases hy : H *ᵥ y = 0
    · simp [step, hy]
    · exact (step_decreases h hy).le
  -- the K-norm controls every component
  have hc : ∀ i, ∃ C : ℝ, ∀ y : n → ℝ, |y i| ≤ √((y ⬝ᵥ K *ᵥ y) * C) := fun i => by
    refine ⟨(K⁻¹ *ᵥ Pi.single i 1) ⬝ᵥ K *ᵥ (K⁻¹ *ᵥ Pi.single i 1),
      fun y => Real.abs_le_sqrt ?_⟩
    have cs := form_cauchy_schwarz h.symmK h0 y (K⁻¹ *ᵥ Pi.single i 1)
    have hi : y ⬝ᵥ K *ᵥ (K⁻¹ *ᵥ Pi.single i 1) = y i := by
      rw [h.solve]; simp
    rwa [hi] at cs
  choose C hC using hc
  -- a nonincreasing K-norm converges
  have hlim : ∀ y : ℕ → n → ℝ, (∀ k, y (k + 1) = step H K (y k)) →
      ∃ L, Tendsto (fun k => y k ⬝ᵥ K *ᵥ y k) atTop (𝓝 L) := fun y hy =>
    ⟨_, tendsto_atTop_ciInf
      (antitone_nat_of_succ_le fun k => by rw [hy k]; exact hle _)
      ⟨0, by rintro _ ⟨k, rfl⟩; exact h0 _⟩⟩
  obtain ⟨L, hL⟩ := hlim x hxs
  obtain ⟨B, hB⟩ := hL.bddAbove_range
  have hCnn : ∀ i, 0 ≤ |C i| := fun i => abs_nonneg _
  have hbox : ∀ k, x k ∈ Set.Icc (fun i => -√(B * |C i|)) (fun i => √(B * |C i|)) := by
    intro k
    have hi : ∀ i, |x k i| ≤ √(B * |C i|) := fun i =>
      (hC i (x k)).trans (Real.sqrt_le_sqrt
        ((mul_le_mul_of_nonneg_left (le_abs_self _) (h0 _)).trans
          (mul_le_mul_of_nonneg_right (hB ⟨k, rfl⟩) (hCnn i))))
    exact ⟨fun i => (abs_le.1 (hi i)).1, fun i => (abs_le.1 (hi i)).2⟩
  obtain ⟨z, -, φ, hφ, hz⟩ := isCompact_Icc.tendsto_subseq hbox
  -- a step does not change the K-norm of the limit point, which is thus in the kernel
  have hzL := tendsto_nhds_unique ((hq.tendsto z).comp hz) (hL.comp hφ.tendsto_atTop)
  have hsL : step H K z ⬝ᵥ K *ᵥ step H K z = L := by
    refine tendsto_nhds_unique (((hq.comp hstep).tendsto z).comp hz) ?_
    refine (((tendsto_add_atTop_iff_nat 1).2 hL).comp hφ.tendsto_atTop).congr fun k => ?_
    simp only [Function.comp_apply, hxs]
  have hHz : H *ᵥ z = 0 := by
    by_contra hne
    exact (step_decreases h hne).ne (hsL.trans hzL.symm)
  -- the K-distance to z converges, and vanishes along the subsequence
  obtain ⟨M, hM⟩ := hlim (fun k => x k - z) fun k => by
    simp only [hxs, step, Matrix.mulVec_sub, hHz, sub_zero]
    abel
  have hM0 : M = 0 := by
    have h1 := (hq.tendsto (z - z)).comp (hz.sub_const z)
    have h2 := tendsto_nhds_unique (hM.comp hφ.tendsto_atTop) h1
    simpa using h2
  have hconv : Tendsto x atTop (𝓝 z) := by
    refine tendsto_pi_nhds.2 fun i => tendsto_sub_nhds_zero_iff.1 ?_
    refine squeeze_zero_norm (fun k => hC i (x k - z)) ?_
    have h1 := (Real.continuous_sqrt.tendsto _).comp (hM.mul_const (C i))
    rw [hM0, zero_mul, Real.sqrt_zero] at h1
    exact h1
  refine ⟨z, ⟨hHz, fun v hv => ?_⟩, hconv⟩
  -- conserved overlaps identify the limit
  have hcon : ∀ k, v ⬝ᵥ K *ᵥ x k = v ⬝ᵥ K *ᵥ x₀ := fun k => by
    induction k with
    | zero => rw [hx0]
    | succ k ih => rw [hxs, overlap_conserved h hv, ih]
  have hv' : Continuous fun y : n → ℝ => v ⬝ᵥ K *ᵥ y :=
    hcont (fun _ => v) continuous_const
  have h1 := tendsto_nhds_unique ((hv'.tendsto z).comp hconv)
    (tendsto_const_nhds.congr fun k => (hcon k).symm)
  rw [Matrix.mulVec_sub, dotProduct_sub, h1, sub_self]
```

## Two sites, and the bound attained

For two sites with energy \((w_0-w_1)^2\) and \(K=\mathrm{diag}(a,b)\) with \(a,b>0\),
\[
ab(w_0-w_1)^2=(a+b)(aw_0^2+bw_1^2)-(aw_0+bw_1)^2 ,
\]
so \(a+b<2ab\) implies the upper bound. The limit has equal amplitudes \(c\) with \(a(s-c)+b(t-c)=0\), so \(c=(as+bt)/(a+b)\). This kernel is one-dimensional: \(K\) changes the amplitude, but any nonzero limit normalises to \(\pm(1,1)/\sqrt2\).

```lean
/-- Two-site model with `K = diag(a, b)`, where `a, b > 0` and `a + b < 2ab`: the iterates from
`(s, t)` converge to the state with both amplitudes equal to `(a s + b t) / (a + b)`. -/
theorem two_site_witness {a b : ℝ} (ha : 0 < a) (hb : 0 < b) (hab : a + b < 2 * (a * b))
    (s t : ℝ) :
    Tendsto (fun k => (step !![1, -1; -1, 1] !![a, 0; 0, b])^[k] ![s, t]) atTop
      (𝓝 ![(a * s + b * t) / (a + b), (a * s + b * t) / (a + b)]) := by
  have hH : ∀ w : Fin 2 → ℝ, w ⬝ᵥ !![1, -1; -1, 1] *ᵥ w = (w 0 - w 1) ^ 2 := fun w => by
    simp [dotProduct, Matrix.mulVec, Fin.sum_univ_two]
    ring
  have hK : ∀ v w : Fin 2 → ℝ,
      v ⬝ᵥ !![a, 0; 0, b] *ᵥ w = a * (v 0 * w 0) + b * (v 1 * w 1) := fun v w => by
    simp [dotProduct, Matrix.mulVec, Fin.sum_univ_two]
    ring
  have h : Admissible !![1, -1; -1, 1] !![a, 0; 0, b] := by
    refine ⟨?_, fun w => by rw [hH]; positivity, ?_, fun w hw => ?_⟩
    · ext i j; fin_cases i <;> fin_cases j <;> simp
    · ext i j; fin_cases i <;> fin_cases j <;> simp
    · rw [hH, hK]
      have hS : 0 < a * (w 0 * w 0) + b * (w 1 * w 1) := by
        by_cases h0 : w 0 = 0
        · have h1 : w 1 ≠ 0 := fun h1 => hw (by ext i; fin_cases i <;> simp [h0, h1])
          have := mul_pos hb (mul_self_pos.2 h1)
          nlinarith [mul_nonneg ha.le (mul_self_nonneg (w 0))]
        · have := mul_pos ha (mul_self_pos.2 h0)
          nlinarith [mul_nonneg hb.le (mul_self_nonneg (w 1))]
      refine lt_of_mul_lt_mul_left ?_ (mul_pos ha hb).le
      nlinarith [mul_lt_mul_of_pos_right hab hS, sq_nonneg (a * w 0 + b * w 1)]
  obtain ⟨p, hp, hlim⟩ := iterates_tendsto_projection h ![s, t]
  have hne : a + b ≠ 0 := (add_pos ha hb).ne'
  have hproj : IsProjection !![1, -1; -1, 1] !![a, 0; 0, b] ![s, t]
      ![(a * s + b * t) / (a + b), (a * s + b * t) / (a + b)] := by
    refine ⟨?_, fun v hv => ?_⟩
    · ext i; fin_cases i <;> simp [Matrix.mulVec, dotProduct, Fin.sum_univ_two]
    · have hd := hH v
      rw [hv, dotProduct_zero] at hd
      have hv01 : v 0 = v 1 := sub_eq_zero.1 (pow_eq_zero_iff (two_ne_zero)|>.1 hd.symm)
      rw [hK, hv01]
      simp only [Pi.sub_apply, Matrix.cons_val_zero, Matrix.cons_val_one]
      field_simp
      ring
  rwa [projection_unique h hp hproj] at hlim
```

The strict inequality cannot be weakened to \(\le\). If \(Hw=2Kw\) with \(K\) invertible, one step sends \(w\) to \(w-2w=-w\), and induction gives \((-1)^kw\), which does not converge for \(w\ne0\).

```lean
/-- If `K` is invertible and `H w = 2 K w`, the iterates from `w` alternate between `w` and
`-w`. -/
theorem alternates_at_bound (hK : IsUnit K.det) {w : n → ℝ}
    (hw : H *ᵥ w = (2 : ℝ) • K *ᵥ w) (k : ℕ) :
    (step H K)^[k] w = (-1 : ℝ) ^ k • w := by
  induction k with
  | zero => simp
  | succ k ih =>
    rw [Function.iterate_succ_apply', ih, step, Matrix.mulVec_smul, hw, Matrix.mulVec_smul,
      Matrix.mulVec_smul, Matrix.mulVec_mulVec, Matrix.nonsing_inv_mul _ hK,
      Matrix.one_mulVec, pow_succ]
    module

end PreconditionedDegenerateGradient
```

```lean
#print axioms PreconditionedDegenerateGradient.iterates_tendsto_projection
#print axioms PreconditionedDegenerateGradient.alternates_at_bound
```

```
'PreconditionedDegenerateGradient.iterates_tendsto_projection' depends on axioms: [propext, Classical.choice, Quot.sound]
'PreconditionedDegenerateGradient.alternates_at_bound' depends on axioms: [propext, Classical.choice, Quot.sound]
```
